# A Hermitian perturbation with zero mean in the ground state cannot raise the ground energy

## Could the potential I left out push the energy up?

I describe an atom in a finite orthonormal basis, so that its states are complex vectors, its Hamiltonian is a Hermitian matrix and its ground energy is the lowest eigenvalue. I kept only the spherical part of the potential, which gives a matrix $H$ with a spherically symmetric ground state $v$, and dropped the nonspherical part $V$. The mean of $V$ in $v$ vanishes, so there is no first-order shift. Second-order perturbation theory says that the energy goes down, but my $V$ isn't small, and it is repulsive in some directions. Could the ground energy of $H+V$ lie above the one I computed?

## With zero mean, the energy falls or stays where it is

In your finite-matrix model, take the ground energy to be a real eigenvalue that is attained by some nonzero vector and has no real eigenvalue below it. The answer is then no, however large $V$ is.

Let $H$ and $V$ be Hermitian, with $v^\dagger v=1$, $Hv=Ev$ and $v^\dagger Vv=0$. Let $E'$ be the ground energy of $H+V$, and set $B=H+V-E'\mathbb 1$.

First, $B$ has no negative eigenvalue. If $Bu=\beta u$ with $u\neq0$, then $(H+V)u=(\beta+E')u$. Since $E'$ is the lowest eigenvalue, $E'\le\beta+E'$, so $\beta\ge0$. Now expand any vector $x=\sum_i c_iu_i$ in orthonormal eigenvectors $u_i$ of $B$, with eigenvalues $\beta_i$:

$$x^\dagger Bx=\sum_i\beta_i|c_i|^2\ge0 .$$

This is the variational principle. Next, apply $B$ to the old state:

$$Bv=(E-E')v+Vv,\qquad v^\dagger Bv=(E-E')+0 .$$

Hence $E'\le E$. If $E'=E$, the sum above vanishes for $x=v$. All its terms are nonnegative, so every $\beta_ic_i$ is zero and $Bv=\sum_i\beta_ic_iu_i=0$. But with $E'=E$ we also have $Bv=Vv$, so $Vv=0$. Therefore $Vv\neq0$ forces $E'<E$. Because the mean is zero, $Vv$ is orthogonal to $v$, and $Vv\ne0$ says that $V$ couples $v$ to other states.

Flipping the sign of the potential doesn't help it to raise the energy. For real $t\ne0$, $tV$ also has zero mean, and $tVv\neq0$ if $Vv\neq0$. So if $v$ is a ground state of $H$ and $Vv\neq0$, the ground energy along $H+tV$ has a strict maximum at $t=0$.

The vanishing mean can itself come from symmetry. Suppose that finitely many operations $U_g$, say $N\ge1$ of them, satisfy $U_gv=v$ and $\sum_gU_g^\dagger VU_g=0$. Then

$$0=\sum_g v^\dagger U_g^\dagger VU_gv=\sum_g(U_gv)^\dagger V(U_gv)=N\,v^\dagger Vv .$$

For example, a quadrupole potential averages to zero over the rotations of a cube, and a spherically symmetric state is unchanged by them, provided that the basis is closed under these rotations.

### Two levels in numbers

Take

$$H=\begin{pmatrix}0&0\\0&3\end{pmatrix},\quad V=\begin{pmatrix}0&2\\2&0\end{pmatrix},\quad v=\begin{pmatrix}1\\0\end{pmatrix}.$$

The mean of $V$ in $v$ is $0$ and $Vv=(0,2)^T$. The eigenvalues of $H+V$ solve $\lambda^2-3\lambda-4=0$, so they are $-1$ and $4$, and the ground energy falls from $0$ to $-1$. Replacing $V$ by $-V$ gives the same equation.

With no condition on the mean, the bound fails: $V=\mathbb 1$ has mean $1$ and raises the ground energy from $0$ to $1$. What this example rules out is allowing positive means in general; a negative mean only helps, since the same calculation gives $E'\le E+v^\dagger Vv$.

### What the Lean theorems say

A Hamiltonian is a `Matrix n n ℂ` and a state is a function `n → ℂ`, with `n` a finite index type. The product `A *ᵥ v` is a matrix acting on a vector, `star v ⬝ᵥ w` is the inner product $v^\dagger w$, and `ᴴ` is the adjoint. The definition `IsGroundEnergy A E` has the two clauses given at the start of this answer. For Hermitian matrices all eigenvalues are real, so it is the usual ground energy, and `exists_groundEnergy` shows that it exists whenever the matrix has nonzero size.

In the central theorem, `groundEnergy_le_of_mean_zero`, the hypotheses `hv1`, `hv` and `hmean` say that $v$ is normalised, that it is stationary with energy $E$, and that $V$ has zero mean in it. Nothing requires $E$ to be the lowest eigenvalue of $H$, so $v$ may be an excited state; your case is the one where it is the ground state. In `groundEnergy_strict_max`, the function `e` gives the ground energy at each coupling, and `hv` makes $v$ a ground state of $H$.

The symmetry version, `groundEnergy_le_of_nonspherical`, takes a finite nonempty family `U`. Its members need not be unitary or form a group; invariance of $v$ and the zero average are assumptions, which stand for a spherical state and a potential without a spherical part. The family has to suit the potential: averaging over the rotations of a cube removes every quadrupole potential, but it leaves the nonspherical potential $x^4+y^4+z^4-\tfrac35r^4$ unchanged.

For electronic structure, this means that with a fixed Hamiltonian in a finite orthonormal basis, neglecting such a potential gives an upper bound to the full ground energy. It gives no size for the error, and it doesn't treat a self-consistent calculation, where $H$ changes with the density.

```lean
import Mathlib

open Matrix
open scoped ComplexOrder

namespace NonsphericalPotential

variable {n : Type*} [Fintype n] [DecidableEq n]

/-- The real number `E` is the ground energy of `A`: it is an eigenvalue, and no real
eigenvalue lies below it. -/
def IsGroundEnergy {n : Type*} [Fintype n] (A : Matrix n n ℂ) (E : ℝ) : Prop :=
  (∃ v : n → ℂ, v ≠ 0 ∧ A *ᵥ v = (E : ℂ) • v) ∧
    ∀ (μ : ℝ) (w : n → ℂ), w ≠ 0 → A *ᵥ w = (μ : ℂ) • w → E ≤ μ

/-- Each number in the spectral decomposition of a Hermitian matrix is the energy of some
nonzero stationary state. -/
theorem exists_stationary_state {A : Matrix n n ℂ} (hA : A.IsHermitian) (i : n) :
    ∃ u : n → ℂ, u ≠ 0 ∧ A *ᵥ u = (hA.eigenvalues i : ℂ) • u := by
  refine ⟨(hA.eigenvectorBasis i).ofLp, ?_, ?_⟩
  · intro h
    apply hA.eigenvectorBasis.orthonormal.ne_zero i
    ext k
    exact congrFun h k
  · exact (hA.mulVec_eigenvectorBasis i).trans (by ext k; simp)

/-- Every Hermitian matrix of nonzero size has a ground energy. -/
theorem exists_groundEnergy [Nonempty n] {A : Matrix n n ℂ} (hA : A.IsHermitian) :
    ∃ E : ℝ, IsGroundEnergy A E := by
  obtain ⟨i, hi⟩ := Finite.exists_min hA.eigenvalues
  refine ⟨hA.eigenvalues i, exists_stationary_state hA i, ?_⟩
  intro μ w hw h
  -- an eigenvalue belongs to the spectrum, since `μ - A` annihilates `w`
  have hmem : μ ∈ spectrum ℝ A := by
    rw [spectrum.mem_iff]
    rintro ⟨u, hu⟩
    apply hw
    have h0 : (u : Matrix n n ℂ) *ᵥ w = 0 := by
      rw [hu, Matrix.sub_mulVec, h, Algebra.algebraMap_eq_smul_one, Matrix.smul_mulVec,
        Matrix.one_mulVec]
      ext k
      simp
    calc w = ((↑u⁻¹ : Matrix n n ℂ) * (u : Matrix n n ℂ)) *ᵥ w := by
          rw [Units.inv_mul, Matrix.one_mulVec]
      _ = 0 := by rw [← Matrix.mulVec_mulVec, h0, Matrix.mulVec_zero]
  rw [hA.spectrum_real_eq_range_eigenvalues] at hmem
  obtain ⟨j, rfl⟩ := hmem
  exact hi j

/-- Variational principle: a Hermitian matrix minus its ground energy is positive
semidefinite. -/
theorem variational_principle {A : Matrix n n ℂ} (hA : A.IsHermitian) {E : ℝ}
    (hE : IsGroundEnergy A E) : (A - (E : ℂ) • (1 : Matrix n n ℂ)).PosSemidef := by
  have hB : (A - (E : ℂ) • (1 : Matrix n n ℂ)).IsHermitian :=
    hA.sub (by simp [Matrix.IsHermitian, Matrix.conjTranspose_smul])
  rw [hB.posSemidef_iff_eigenvalues_nonneg]
  intro i
  obtain ⟨u, hu, h⟩ := exists_stationary_state hB i
  rw [Matrix.sub_mulVec, Matrix.smul_mulVec, Matrix.one_mulVec, sub_eq_iff_eq_add] at h
  -- undo the shift to obtain an eigenvalue of `A`
  have key := hE.2 (hB.eigenvalues i + E) u hu (by
    rw [h, Complex.ofReal_add, add_smul])
  change (0 : ℝ) ≤ hB.eigenvalues i
  linarith

/-- Let `v` be a normalised stationary state of `H` with energy `E` in which the Hermitian
perturbation `V` has zero mean. The ground energy `E'` of `H + V` is at most `E`, and strictly
below `E` if `V` does not annihilate `v`. -/
theorem groundEnergy_le_of_mean_zero {H V : Matrix n n ℂ} (hH : H.IsHermitian)
    (hV : V.IsHermitian) {v : n → ℂ} {E E' : ℝ} (hv1 : star v ⬝ᵥ v = 1)
    (hv : H *ᵥ v = (E : ℂ) • v) (hmean : star v ⬝ᵥ V *ᵥ v = 0)
    (hE' : IsGroundEnergy (H + V) E') :
    E' ≤ E ∧ (V *ᵥ v ≠ 0 → E' < E) := by
  have hP := variational_principle (hH.add hV) hE'
  have hBv : (H + V - (E' : ℂ) • (1 : Matrix n n ℂ)) *ᵥ v
      = ((E - E' : ℝ) : ℂ) • v + V *ᵥ v := by
    rw [Matrix.sub_mulVec, Matrix.add_mulVec, Matrix.smul_mulVec, Matrix.one_mulVec, hv,
      Complex.ofReal_sub]
    module
  -- the mean of the shifted Hamiltonian in the old state is the energy difference
  have hval : star v ⬝ᵥ (H + V - (E' : ℂ) • (1 : Matrix n n ℂ)) *ᵥ v
      = ((E - E' : ℝ) : ℂ) := by
    rw [hBv, dotProduct_add, dotProduct_smul, hmean, hv1, add_zero, smul_eq_mul, mul_one]
  have hle : E' ≤ E := by
    have h := hP.dotProduct_mulVec_nonneg v
    rw [hval] at h
    exact sub_nonneg.mp (Complex.zero_le_real.mp h)
  refine ⟨hle, fun hne => lt_of_le_of_ne hle fun heq => hne ?_⟩
  -- with equal energies the old state would be an eigenvector of `H + V`
  have hz := (hP.dotProduct_mulVec_zero_iff v).mp (by
    rw [hval, heq, sub_self, Complex.ofReal_zero])
  rw [hBv, heq, sub_self, Complex.ofReal_zero, zero_smul, zero_add] at hz
  exact hz

/-- Let `e t` be the ground energy of `H + t V` for Hermitian `H` and `V`. If `V` has zero mean
in a normalised ground state `v` of `H` but does not annihilate it, then `e t` lies strictly
below `e 0` for every nonzero real coupling `t`, of either sign. -/
theorem groundEnergy_strict_max {H V : Matrix n n ℂ} (hH : H.IsHermitian)
    (hV : V.IsHermitian) {v : n → ℂ} {e : ℝ → ℝ}
    (he : ∀ t : ℝ, IsGroundEnergy (H + (t : ℂ) • V) (e t)) (hv1 : star v ⬝ᵥ v = 1)
    (hv : H *ᵥ v = (e 0 : ℂ) • v) (hmean : star v ⬝ᵥ V *ᵥ v = 0) (hne : V *ᵥ v ≠ 0)
    {t : ℝ} (ht : t ≠ 0) : e t < e 0 := by
  have htV : ((t : ℂ) • V).IsHermitian := by
    rw [Matrix.IsHermitian, Matrix.conjTranspose_smul, hV.eq]
    simp
  refine (groundEnergy_le_of_mean_zero hH htV hv1 hv ?_ (he t)).2 ?_
  · rw [Matrix.smul_mulVec, dotProduct_smul, hmean, smul_zero]
  · rw [Matrix.smul_mulVec]
    exact smul_ne_zero (Complex.ofReal_ne_zero.mpr ht) hne

omit [DecidableEq n] in
/-- If a state `v` is unchanged by each of finitely many (at least one) operations `U g`, and
the potential `V` averages to zero over these operations, then `V` has zero mean in `v`. -/
theorem mean_zero_of_average_zero {ι : Type*} [Fintype ι] [Nonempty ι]
    {V : Matrix n n ℂ} {U : ι → Matrix n n ℂ} {v : n → ℂ} (hU : ∀ g, U g *ᵥ v = v)
    (havg : ∑ g, (U g)ᴴ * V * U g = 0) : star v ⬝ᵥ V *ᵥ v = 0 := by
  -- every transformed potential has the same mean in the invariant state
  have key : ∀ g, star v ⬝ᵥ ((U g)ᴴ * V * U g) *ᵥ v = star v ⬝ᵥ V *ᵥ v := by
    intro g
    rw [← Matrix.mulVec_mulVec, hU, ← Matrix.mulVec_mulVec, Matrix.dotProduct_mulVec,
      ← Matrix.star_mulVec, hU]
  have h := congrArg (fun M : Matrix n n ℂ => star v ⬝ᵥ M *ᵥ v) havg
  simp only [Matrix.sum_mulVec, dotProduct_sum, key, Finset.sum_const, Finset.card_univ,
    nsmul_eq_mul, Matrix.zero_mulVec, dotProduct_zero] at h
  exact (mul_eq_zero.mp h).resolve_left (Nat.cast_ne_zero.mpr Fintype.card_ne_zero)

/-- Let `v` be a normalised stationary state of `H` with energy `E`, unchanged by finitely many
(at least one) operations over which the Hermitian potential `V` averages to zero. The ground
energy of `H + V` is at most `E`, and strictly below `E` if `V` does not annihilate `v`. -/
theorem groundEnergy_le_of_nonspherical {ι : Type*} [Fintype ι] [Nonempty ι]
    {H V : Matrix n n ℂ} (hH : H.IsHermitian) (hV : V.IsHermitian)
    {U : ι → Matrix n n ℂ} {v : n → ℂ} {E E' : ℝ} (hv1 : star v ⬝ᵥ v = 1)
    (hv : H *ᵥ v = (E : ℂ) • v) (hU : ∀ g, U g *ᵥ v = v)
    (havg : ∑ g, (U g)ᴴ * V * U g = 0) (hE' : IsGroundEnergy (H + V) E') :
    E' ≤ E ∧ (V *ᵥ v ≠ 0 → E' < E) :=
  groundEnergy_le_of_mean_zero hH hV hv1 hv (mean_zero_of_average_zero hU havg) hE'

/-- The diagonal two-level matrix with real entries `a` and `b`. -/
def twoLevel (a b : ℝ) : Matrix (Fin 2) (Fin 2) ℂ := !![(a : ℂ), 0; 0, (b : ℂ)]

/-- The ground energy of a diagonal two-level matrix is the smaller of its two entries. -/
theorem twoLevel_groundEnergy (a b : ℝ) : IsGroundEnergy (twoLevel a b) (min a b) := by
  constructor
  · rcases le_total a b with h | h
    · rw [min_eq_left h]
      refine ⟨![1, 0], fun h0 => by simpa using congrFun h0 0, ?_⟩
      ext i
      fin_cases i <;> simp [twoLevel]
    · rw [min_eq_right h]
      refine ⟨![0, 1], fun h0 => by simpa using congrFun h0 1, ?_⟩
      ext i
      fin_cases i <;> simp [twoLevel]
  · intro μ w hw h
    have h0 : (a : ℂ) * w 0 = (μ : ℂ) * w 0 := by
      simpa [twoLevel, Matrix.mulVec, dotProduct, Fin.sum_univ_two] using congrFun h 0
    have h1 : (b : ℂ) * w 1 = (μ : ℂ) * w 1 := by
      simpa [twoLevel, Matrix.mulVec, dotProduct, Fin.sum_univ_two] using congrFun h 1
    by_cases hw0 : w 0 = 0
    · have hw1 : w 1 ≠ 0 := by
        intro hw1
        apply hw
        ext i
        fin_cases i
        · exact hw0
        · exact hw1
      have hb : b = μ := Complex.ofReal_injective (mul_right_cancel₀ hw1 h1)
      exact hb ▸ min_le_right a b
    · have ha : a = μ := Complex.ofReal_injective (mul_right_cancel₀ hw0 h0)
      exact ha ▸ min_le_left a b

/-- The ground energy can drop even if the perturbation annihilates the old ground state: for
levels 0 and 1 and a perturbation with diagonal entries 0 and -2, it falls from 0 to -1. -/
theorem lowering_with_annihilated_state :
    IsGroundEnergy (twoLevel 0 1) 0 ∧ twoLevel 0 1 *ᵥ ![1, 0] = 0 ∧
      twoLevel 0 (-2) *ᵥ ![1, 0] = 0 ∧
      IsGroundEnergy (twoLevel 0 1 + twoLevel 0 (-2)) (-1) := by
  refine ⟨?_, ?_, ?_, ?_⟩
  · have h := twoLevel_groundEnergy 0 1
    rwa [min_eq_left (by norm_num : (0 : ℝ) ≤ 1)] at h
  · ext i
    fin_cases i <;> simp [twoLevel]
  · ext i
    fin_cases i <;> simp [twoLevel]
  · have hsum : twoLevel 0 1 + twoLevel 0 (-2) = twoLevel 0 (-1) := by
      ext i j
      fin_cases i <;> fin_cases j <;> norm_num [twoLevel]
    have h := twoLevel_groundEnergy 0 (-1)
    rw [min_eq_right (by norm_num : (-1 : ℝ) ≤ 0)] at h
    rwa [hsum]

end NonsphericalPotential
```

```lean
#print axioms NonsphericalPotential.groundEnergy_le_of_mean_zero
#print axioms NonsphericalPotential.groundEnergy_strict_max
#print axioms NonsphericalPotential.groundEnergy_le_of_nonspherical
#print axioms NonsphericalPotential.lowering_with_annihilated_state
```

```
'NonsphericalPotential.groundEnergy_le_of_mean_zero' depends on axioms: [propext, Classical.choice, Quot.sound]
'NonsphericalPotential.groundEnergy_strict_max' depends on axioms: [propext, Classical.choice, Quot.sound]
'NonsphericalPotential.groundEnergy_le_of_nonspherical' depends on axioms: [propext, Classical.choice, Quot.sound]
'NonsphericalPotential.lowering_with_annihilated_state' depends on axioms: [propext, Classical.choice, Quot.sound]
```

### From the spectral theorem to the strict inequality

`exists_stationary_state` takes an eigenvector from Mathlib's orthonormal eigenbasis of a Hermitian matrix. `exists_groundEnergy` picks the smallest number in the corresponding finite list of eigenvalues. It must then show that any eigenvalue $\mu$ of $A$, with eigenvector $w$, is on the list. If $\mu\mathbb 1-A$ were invertible, applying the inverse to $(\mu\mathbb 1-A)w=0$ would give $w=0$; so $\mu$ lies in the spectrum, which is the range of the list.

`variational_principle` is the argument about $B$. It reduces positive semidefiniteness to nonnegative eigenvalues, and undoes the shift so that the minimality clause `hE.2` applies.

In `groundEnergy_le_of_mean_zero`, `hBv` is the formula for $Bv$ and `hval` is the expectation value $E-E'$. Positivity of `hP` then gives `hle`. For strictness, the proof assumes equal energies and uses `dotProduct_mulVec_zero_iff`: a positive semidefinite matrix with zero expectation value in a vector annihilates that vector. Rewriting with `hBv` turns this into $Vv=0$. `groundEnergy_strict_max` applies the result to $tV$.

In `mean_zero_of_average_zero`, `key` shows that each transformed potential has the same mean in $v$. Summing gives the number of operations times that mean, and the number is nonzero. `groundEnergy_le_of_nonspherical` feeds this into the central theorem.

The last part shows that $Vv\ne0$ is sufficient for a drop but not necessary. `twoLevel_groundEnergy` finds the lower entry of a diagonal $2\times2$ matrix by asking whether the first component of an eigenvector vanishes. `lowering_with_annihilated_state` then takes $H=\mathrm{diag}(0,1)$ and $V=\mathrm{diag}(0,-2)$. Here $V$ annihilates the old ground state, yet the ground energy falls from $0$ to $-1$, because the former excited level has moved below it.
